# Half the full-response splitting exceeds the coupling in a model of two coupled identical chromophores

Suppose the coupling between two identical chromophores is read off as half the gap between the two excitation energies of a linear-response TDDFT calculation. In the model below, the number obtained is too large. The model has one excitation per chromophore, a positive coupling, and isolated chromophores whose energy is the same with and without the Tamm-Dancoff approximation. Within this model, the same reading of the Tamm-Dancoff energies is correct.

## The dimer and its response equations

Each chromophore has one excitation, of energy \(w\), and the two are coupled by \(J\). The amplitudes \(X=(X_0,X_1)\) describe excitations and \(Y=(Y_0,Y_1)\) de-excitations on chromophores 0 and 1. The resonant block is

\[
A=\begin{pmatrix} w&J\\J&w\end{pmatrix}.
\]

```lean
import Mathlib

open Matrix

namespace CasidaDimer

/-- The resonant block `A` of two identical chromophores with site energy `w` and coupling `J`;
it is also the Tamm-Dancoff matrix. -/
def blockA (w J : ℝ) : Matrix (Fin 2) (Fin 2) ℝ := !![w, J; J, w]
```

The block that mixes excitations with de-excitations is

\[
B=\begin{pmatrix}0&J\\J&0\end{pmatrix}.
\]

```lean
/-- The block `B` that couples excitations to de-excitations on the other chromophore. -/
def blockB (J : ℝ) : Matrix (Fin 2) (Fin 2) ℝ := !![0, J; J, 0]
```

Three idealisations enter here. The amplitudes and matrix elements are real. The coupling does not depend on frequency and is the same in \(A\) and \(B\), as for a Coulomb interaction between transition densities of real orbitals. The diagonal of \(B\) is zero, so an isolated chromophore has energy \(w\) with or without the Tamm-Dancoff approximation. The result depends on this last idealisation: for \(w=5\), \(J=0.5\) and diagonal entries 1 in \(B\), half the full-response splitting is about 0.41, which is smaller than \(J\).

The next definition introduces a matrix \(C\), called `casidaMatrix`. It is related to the response equations in part (c).

```lean
/-- The Casida matrix of the dimer. For `w > 0`, its positive eigenvalues are the squares of the
excitation energies. -/
def casidaMatrix (w J : ℝ) : Matrix (Fin 2) (Fin 2) ℝ :=
  !![w ^ 2, 2 * w * J; 2 * w * J, w ^ 2]
```

`IsEigenvalue M μ` says that \(Mv=\mu v\) for some nonzero real vector \(v\). In Lean, `*ᵥ` is matrix times vector and `•` is number times vector.

```lean
/-- The number `μ` is an eigenvalue of the real two-by-two matrix `M`. -/
def IsEigenvalue (M : Matrix (Fin 2) (Fin 2) ℝ) (μ : ℝ) : Prop :=
  ∃ v : Fin 2 → ℝ, v ≠ 0 ∧ M *ᵥ v = μ • v
```

An excitation energy is a positive \(\Omega\) for which

\[
AX+BY=\Omega X,\qquad BX+AY=-\Omega Y
\]

has a solution with \(X\) and \(Y\) not both zero.

```lean
/-- `Ω` is an excitation energy of the full response problem: it is positive, and the equations
`A X + B Y = Ω X`, `B X + A Y = -Ω Y` have a nonzero solution `(X, Y)`. -/
def IsExcitation (w J Ω : ℝ) : Prop :=
  0 < Ω ∧ ∃ X Y : Fin 2 → ℝ, (X ≠ 0 ∨ Y ≠ 0) ∧
    blockA w J *ᵥ X + blockB J *ᵥ Y = Ω • X ∧
    blockB J *ᵥ X + blockA w J *ᵥ Y = -(Ω • Y)
```

## (a) Eigenvalues for equal diagonal entries

**Task.** For real \(a,b\), show that \(\mu\) is an eigenvalue of \(\begin{pmatrix}a&b\\b&a\end{pmatrix}\) exactly when

\[
\mu=a-b\quad\text{or}\quad\mu=a+b .
\]

**Solution.** The rows are \(av_0+bv_1=\mu v_0\) and \(bv_0+av_1=\mu v_1\). Their sum and difference give

\[
(\mu-a-b)(v_0+v_1)=0,\qquad(\mu-a+b)(v_0-v_1)=0 .
\]

If \(\mu\) is neither value, both combinations vanish and \(v=0\), which is excluded. Conversely, \((1,-1)/\sqrt2\) and \((1,1)/\sqrt2\) are normalised eigenvectors for \(a-b\) and \(a+b\).

In the code, `hs` and `hd` are the vanishing sum and difference, and the eigenvectors appear without the factor \(1/\sqrt2\).

```lean
/-- A symmetric two-by-two matrix with equal diagonal entries `a` and off-diagonal entry `b`
has exactly the eigenvalues `a - b` and `a + b`. -/
theorem isEigenvalue_symmetric_iff {a b μ : ℝ} :
    IsEigenvalue !![a, b; b, a] μ ↔ μ = a - b ∨ μ = a + b := by
  constructor
  · rintro ⟨v, hv, h⟩
    have h0 := congrFun h 0
    have h1 := congrFun h 1
    simp [Matrix.mulVec, dotProduct, Fin.sum_univ_two] at h0 h1
    by_contra hne
    rw [not_or] at hne
    -- the sum and the difference of the amplitudes decouple
    have hs : v 0 + v 1 = 0 := mul_left_cancel₀ (sub_ne_zero.mpr hne.2)
      (by linear_combination -h0 - h1)
    have hd : v 0 - v 1 = 0 := mul_left_cancel₀ (sub_ne_zero.mpr hne.1)
      (by linear_combination -h0 + h1)
    have z0 : v 0 = 0 := by linarith
    have z1 : v 1 = 0 := by linarith
    apply hv
    funext i
    fin_cases i
    exacts [z0, z1]
  · rintro (rfl | rfl)
    · refine ⟨![1, -1], fun h => ?_, ?_⟩
      · have h0 := congrFun h 0
        simp at h0
      · ext i
        fin_cases i <;> simp [Matrix.mulVec, dotProduct, Fin.sum_univ_two] <;> ring
    · refine ⟨![1, 1], fun h => ?_, ?_⟩
      · have h0 := congrFun h 0
        simp at h0
      · ext i
        fin_cases i <;> simp [Matrix.mulVec, dotProduct, Fin.sum_univ_two]
        ring
```

## (b) Tamm-Dancoff energies

**Task.** The Tamm-Dancoff approximation sets \(Y=0\) and keeps only \(AX=EX\). Show that its energies are exactly

\[
E=w-J\quad\text{and}\quad E=w+J .
\]

**Solution.** This is part (a) with \(a=w\), \(b=J\). For \(J>0\), half the splitting is \(J\).

```lean
/-- The Tamm-Dancoff energies of the dimer are exactly `w - J` and `w + J`. -/
theorem tammDancoff_energies {w J E : ℝ} :
    IsEigenvalue (blockA w J) E ↔ E = w - J ∨ E = w + J :=
  isEigenvalue_symmetric_iff
```

## (c) From the response equations to the Casida matrix

**Task.** For \(w>0\), show that \(\Omega\) is an excitation energy exactly when \(\Omega>0\) and, for some \(v\ne0\),

\[
Cv=\Omega^2v,\qquad C=\begin{pmatrix}w^2&2wJ\\2wJ&w^2\end{pmatrix}.
\]

**Solution.** Adding and subtracting the response equations gives

\[
(A+B)(X+Y)=\Omega(X-Y),\qquad (A-B)(X-Y)=\Omega(X+Y).
\]

Here \(A-B\) is \(w\) times the identity, and \(w(A+B)=C\). Therefore

\[
C(X+Y)=\Omega\,w(X-Y)=\Omega^2(X+Y).
\]

The vector \(v=X+Y\) is nonzero: if it vanished, the second equation would give \(w(X-Y)=0\), hence \(X=Y=0\).

Conversely, given \(v\), take \(X=(w+\Omega)v\) and \(Y=(w-\Omega)v\). Row 0 of either response equation then reduces to \(w^2v_0+2wJv_1=\Omega^2v_0\), and row 1 is the same with the indices exchanged. Since \(w+\Omega>0\), \(X\) is nonzero. For \(|v|=1\), dividing both amplitudes by \(2\sqrt{w\Omega}\) gives the usual normalisation \(|X|^2-|Y|^2=1\).

In the code, `e1` to `e4` are the rows of the response equations, and `d0`, `d1` are the rows of the subtracted equation. The `linear_combination` steps carry out the eliminations.

```lean
/-- For `w > 0`, the excitation energies of the response equations are the positive numbers
whose squares are eigenvalues of the Casida matrix. -/
theorem isExcitation_iff_casida {w J Ω : ℝ} (hw : 0 < w) :
    IsExcitation w J Ω ↔ 0 < Ω ∧ IsEigenvalue (casidaMatrix w J) (Ω ^ 2) := by
  constructor
  · rintro ⟨hΩ, X, Y, hne, h1, h2⟩
    have e1 := congrFun h1 0
    have e2 := congrFun h1 1
    have e3 := congrFun h2 0
    have e4 := congrFun h2 1
    simp [blockA, blockB, dotProduct, Fin.sum_univ_two] at e1 e2 e3 e4
    -- `(A - B)(X - Y) = Ω (X + Y)`, where `A - B` is `w` times the identity
    have d0 : w * (X 0 - Y 0) = Ω * (X 0 + Y 0) := by linear_combination e1 - e3
    have d1 : w * (X 1 - Y 1) = Ω * (X 1 + Y 1) := by linear_combination e2 - e4
    refine ⟨hΩ, X + Y, fun h => ?_, ?_⟩
    · have s0 : X 0 + Y 0 = 0 := congrFun h 0
      have s1 : X 1 + Y 1 = 0 := congrFun h 1
      have t0 : X 0 - Y 0 = 0 := mul_left_cancel₀ hw.ne'
        (by linear_combination d0 + Ω * s0)
      have t1 : X 1 - Y 1 = 0 := mul_left_cancel₀ hw.ne'
        (by linear_combination d1 + Ω * s1)
      have x0 : X 0 = 0 := by linarith
      have x1 : X 1 = 0 := by linarith
      have y0 : Y 0 = 0 := by linarith
      have y1 : Y 1 = 0 := by linarith
      rcases hne with hX | hY
      · apply hX
        funext i
        fin_cases i
        exacts [x0, x1]
      · apply hY
        funext i
        fin_cases i
        exacts [y0, y1]
    · ext i
      fin_cases i
      · simp [casidaMatrix, Matrix.mulVec, dotProduct, Fin.sum_univ_two]
        linear_combination w * (e1 + e3) + Ω * d0
      · simp [casidaMatrix, Matrix.mulVec, dotProduct, Fin.sum_univ_two]
        linear_combination w * (e2 + e4) + Ω * d1
  · rintro ⟨hΩ, v, hv, h⟩
    have c0 := congrFun h 0
    have c1 := congrFun h 1
    simp [casidaMatrix, Matrix.mulVec, dotProduct, Fin.sum_univ_two] at c0 c1
    -- rebuild both amplitudes from the Casida eigenvector
    refine ⟨hΩ, fun i => (w + Ω) * v i, fun i => (w - Ω) * v i, Or.inl fun hX => ?_, ?_, ?_⟩
    · apply hv
      funext i
      have hi : (w + Ω) * v i = 0 := congrFun hX i
      exact (mul_eq_zero.mp hi).resolve_left (by positivity)
    · ext i
      fin_cases i
      · simp [blockA, blockB, dotProduct, Fin.sum_univ_two]
        linear_combination c0
      · simp [blockA, blockB, dotProduct, Fin.sum_univ_two]
        linear_combination c1
    · ext i
      fin_cases i
      · simp [blockA, blockB, dotProduct, Fin.sum_univ_two]
        linear_combination c0
      · simp [blockA, blockB, dotProduct, Fin.sum_univ_two]
        linear_combination c1
```

## (d) The two excitation energies

**Task.** For \(0<J<w/2\), show that the excitation energies are exactly

\[
\Omega=\sqrt{w^2-2wJ}\quad\text{and}\quad\Omega=\sqrt{w^2+2wJ}.
\]

**Solution.** By (c) and (a), with \(a=w^2\) and \(b=2wJ\), the condition is \(\Omega>0\) and \(\Omega^2=w^2\mp2wJ\). Both right-hand sides are positive, the smaller one because it equals \(w(w-2J)\). Each therefore has one positive root.

The condition \(J<w/2\) stands for a stable ground state: at \(J=w/2\) the lower root reaches zero, and beyond that its square is negative.

The code proves the two positivity statements as `p1` and `p2`, then rewrites with (c) and (a).

```lean
/-- For `0 < J < w / 2` the excitation energies are exactly `√(w² - 2wJ)` and `√(w² + 2wJ)`. -/
theorem excitation_energies {w J Ω : ℝ} (hJ : 0 < J) (hJw : J < w / 2) :
    IsExcitation w J Ω ↔
      Ω = √(w ^ 2 - 2 * w * J) ∨ Ω = √(w ^ 2 + 2 * w * J) := by
  have hw : 0 < w := by linarith
  have p1 : 0 < w ^ 2 - 2 * w * J := by
    have := mul_pos hw (show 0 < w - 2 * J by linarith)
    linarith
  have p2 : 0 < w ^ 2 + 2 * w * J := by positivity
  rw [isExcitation_iff_casida hw, casidaMatrix, isEigenvalue_symmetric_iff]
  constructor
  · rintro ⟨h, h1 | h1⟩
    · left
      rw [← h1, Real.sqrt_sq h.le]
    · right
      rw [← h1, Real.sqrt_sq h.le]
  · rintro (rfl | rfl)
    · exact ⟨Real.sqrt_pos.mpr p1, Or.inl (Real.sq_sqrt p1.le)⟩
    · exact ⟨Real.sqrt_pos.mpr p2, Or.inr (Real.sq_sqrt p2.le)⟩
```

## (e) Which energy has which square

**Task.** Let \(w,J>0\), and let \(W_1<W_2\) be excitation energies. Show that

\[
W_1^2=w^2-2wJ,\qquad W_2^2=w^2+2wJ .
\]

**Solution.** Each square is one of the two eigenvalues of \(C\). Since \(0<W_1<W_2\), we have \(W_1^2<W_2^2\), and only the stated assignment respects this order. The code goes through all four assignments and refutes three.

The bound \(J<w/2\) is not assumed, because \(W_1^2>0\) already implies it.

```lean
/-- For `w, J > 0`, two excitation energies `W1 < W2` have the squares
`w² - 2wJ` and `w² + 2wJ`, in this order. -/
theorem squared_energies {w J W1 W2 : ℝ} (hw : 0 < w) (hJ : 0 < J)
    (h1 : IsExcitation w J W1) (h2 : IsExcitation w J W2) (h : W1 < W2) :
    W1 ^ 2 = w ^ 2 - 2 * w * J ∧ W2 ^ 2 = w ^ 2 + 2 * w * J := by
  rw [isExcitation_iff_casida hw, casidaMatrix, isEigenvalue_symmetric_iff] at h1 h2
  obtain ⟨p1, q1⟩ := h1
  obtain ⟨p2, q2⟩ := h2
  have hwJ := mul_pos hw hJ
  have hs : W1 ^ 2 < W2 ^ 2 := by nlinarith
  rcases q1 with q1 | q1 <;> rcases q2 with q2 | q2
  · exfalso; linarith
  · exact ⟨q1, q2⟩
  · exfalso; linarith
  · exfalso; linarith
```

## (f) The splitting and the mean

**Task.** Under the same hypotheses, show that

\[
W_2-W_1>2J,\qquad \frac{W_1+W_2}{2}<w .
\]

**Solution.** By (e), \(W_1^2+W_2^2=2w^2\), so

\[
(W_1+W_2)^2=4w^2-(W_2-W_1)^2<4w^2 .
\]

This proves the second inequality. Subtracting the squares in (e) gives \((W_2-W_1)(W_1+W_2)=4wJ\), and hence

\[
W_2-W_1=\frac{4wJ}{W_1+W_2}>\frac{4wJ}{2w}=2J .
\]

In the code, `hm` is the bound on the sum. The splitting is then treated by contradiction: if it were at most \(2J\), the product would be smaller than \(4wJ\).

```lean
/-- For `w, J > 0`, two excitation energies `W1 < W2` of the full response problem are split by
more than `2J`, and their mean lies below the site energy `w`. -/
theorem splitting_overestimates_coupling {w J W1 W2 : ℝ} (hw : 0 < w) (hJ : 0 < J)
    (h1 : IsExcitation w J W1) (h2 : IsExcitation w J W2) (h : W1 < W2) :
    2 * J < W2 - W1 ∧ (W1 + W2) / 2 < w := by
  obtain ⟨q1, q2⟩ := squared_energies hw hJ h1 h2 h
  have hd : 0 < W2 - W1 := by linarith
  -- the mean square is `w²`, so the mean is smaller than `w`
  have hm : W1 + W2 < 2 * w := by
    apply lt_of_pow_lt_pow_left₀ 2 (by positivity)
    nlinarith [mul_pos hd hd]
  refine ⟨?_, by linarith⟩
  -- the splitting times the sum of the energies is `4wJ`
  by_contra hle
  have hle' : W2 - W1 ≤ 2 * J := not_lt.mp hle
  have hsum : 0 ≤ W1 + W2 := by linarith [h1.1, h2.1]
  nlinarith [mul_le_mul_of_nonneg_right hle' hsum, mul_lt_mul_of_pos_left hm hJ]
```

## (g) A bound on the overestimate

**Task.** Under the same hypotheses, show that

\[
\frac{W_2-W_1}{2}<\sqrt2\,J .
\]

**Solution.** Since \(W_1W_2>0\), we have \((W_1+W_2)^2>W_1^2+W_2^2=2w^2\). Squaring the product from (f) gives

\[
(W_2-W_1)^2=\frac{16w^2J^2}{(W_1+W_2)^2}<8J^2 ,
\]

and the square root of this is twice the claim. The code names the last inequality `key` and reaches it by cancelling \(2w^2\) instead of dividing.

The formulas in (d) also show the limits. As \(J\to w/2\), the energies tend to \(0\) and \(\sqrt2\,w\), and the ratio of half the splitting to \(J\) tends to \(\sqrt2\). As \(J\to0\) at fixed \(w\), it tends to 1.

```lean
/-- For `w, J > 0`, half the splitting of two excitation energies `W1 < W2` is less than
`√2` times the coupling `J`. -/
theorem half_splitting_lt {w J W1 W2 : ℝ} (hw : 0 < w) (hJ : 0 < J)
    (h1 : IsExcitation w J W1) (h2 : IsExcitation w J W2) (h : W1 < W2) :
    (W2 - W1) / 2 < √2 * J := by
  obtain ⟨q1, q2⟩ := squared_energies hw hJ h1 h2 h
  have hd : 0 < (W2 - W1) ^ 2 := pow_pos (by linarith) 2
  have hs : 2 * w ^ 2 < (W1 + W2) ^ 2 := by nlinarith [mul_pos h1.1 h2.1]
  have hp : (W2 - W1) * (W1 + W2) = 4 * w * J := by linear_combination q2 - q1
  have hp2 : (W2 - W1) ^ 2 * (W1 + W2) ^ 2 = 8 * J ^ 2 * (2 * w ^ 2) := by
    rw [← mul_pow, hp]
    ring
  have key : (W2 - W1) ^ 2 < 8 * J ^ 2 := by
    apply lt_of_mul_lt_mul_right _ (show 0 ≤ 2 * w ^ 2 by positivity)
    rw [← hp2]
    exact mul_lt_mul_of_pos_left hs hd
  apply lt_of_pow_lt_pow_left₀ 2 (by positivity)
  rw [mul_pow, Real.sq_sqrt (by norm_num : (0 : ℝ) ≤ 2)]
  linarith
```

## (h) Recovering the site energy and the coupling

**Task.** Under the same hypotheses, show that

\[
w=\sqrt{\frac{W_1^2+W_2^2}{2}},\qquad
J=\frac{W_2-W_1}{2}\cdot\frac{(W_1+W_2)/2}{w}.
\]

**Solution.** The first formula is the sum of the squares in (e), with the positive root taken. The second is \(W_2^2-W_1^2=4wJ\), factorised and divided by \(4w\). The code multiplies by \(w\) and uses the same difference of squares.

```lean
/-- For `w, J > 0`, two excitation energies `W1 < W2` determine the site energy as their root
mean square, and the coupling as half the splitting times the ratio of their mean to `w`. -/
theorem coupling_from_energies {w J W1 W2 : ℝ} (hw : 0 < w) (hJ : 0 < J)
    (h1 : IsExcitation w J W1) (h2 : IsExcitation w J W2) (h : W1 < W2) :
    w = √((W1 ^ 2 + W2 ^ 2) / 2) ∧ J = (W2 - W1) / 2 * ((W1 + W2) / 2 / w) := by
  obtain ⟨q1, q2⟩ := squared_energies hw hJ h1 h2 h
  constructor
  · have hq : (W1 ^ 2 + W2 ^ 2) / 2 = w ^ 2 := by linarith
    rw [hq, Real.sqrt_sq hw.le]
  · rw [← mul_div_assoc, eq_div_iff hw.ne']
    linear_combination (q1 - q2) / 4
```

Suppose a full-response calculation on a symmetric dimer gives 1.789 and 2.191 eV for the pair of states formed from one local excitation on each chromophore. Half the splitting is 0.201 eV. The formulas give \(w\approx2.000\) eV and \(J\approx0.200\) eV, provided that this two-state model, with a positive coupling that is equal in \(A\) and \(B\), describes the pair. A negative coupling of the same size gives the same two energies, so the energies alone do not fix the sign. The correction is small here because \(J/w\) is only 0.1.

## (i) A dimer with integer energies

**Task.** For \(w=5\) and \(J=12/5\), in any common energy unit, verify the excitation energies

\[
W_1=1,\qquad W_2=7 .
\]

**Solution.** Here \(w^2=25\) and \(2wJ=24\), so the squares are \(25-24=1\) and \(25+24=49\). Half the splitting is 3, compared with a coupling of 2.4, and the mean is 4, below the site energy 5. The code applies (c) and (a) to each number and leaves the arithmetic to `norm_num`.

```lean
/-- A dimer with site energy `5` and coupling `12/5` has the excitation energies `1` and `7`. -/
theorem dimer_witness : IsExcitation 5 (12 / 5) 1 ∧ IsExcitation 5 (12 / 5) 7 := by
  constructor
  · rw [isExcitation_iff_casida (by norm_num), casidaMatrix, isEigenvalue_symmetric_iff]
    exact ⟨by norm_num, Or.inl (by norm_num)⟩
  · rw [isExcitation_iff_casida (by norm_num), casidaMatrix, isEigenvalue_symmetric_iff]
    exact ⟨by norm_num, Or.inr (by norm_num)⟩

end CasidaDimer
```

```lean
#print axioms CasidaDimer.excitation_energies
-- 'CasidaDimer.excitation_energies' depends on axioms: [propext, Classical.choice, Quot.sound]
#print axioms CasidaDimer.splitting_overestimates_coupling
-- 'CasidaDimer.splitting_overestimates_coupling' depends on axioms: [propext, Classical.choice, Quot.sound]
#print axioms CasidaDimer.half_splitting_lt
-- 'CasidaDimer.half_splitting_lt' depends on axioms: [propext, Classical.choice, Quot.sound]
#print axioms CasidaDimer.coupling_from_energies
-- 'CasidaDimer.coupling_from_energies' depends on axioms: [propext, Classical.choice, Quot.sound]
```
